# With distinct gaps and connected couplings, detailed balance in one spectrum implies Gibbs populations

Take a quantum system with finitely many levels, and let an observable A produce a line spectrum S(w). Suppose that no two transitions share a frequency, that A links all levels directly or through intermediate ones, and that the populations sum to 1. If S(-w) = exp(-βw) S(w) at every frequency w, then the populations are the Gibbs populations at inverse temperature β.

The physical problem is thermometry. Equilibrium at β implies this balance between energy gain and energy loss, and the question is whether the balance, seen in the spectrum of one observable, implies equilibrium in return. For the populations of a finite system it does, provided that the lines are fully resolved and A links all the levels. This gives a check on whether the populations behind a simulated or measured spectrum are thermal.

## Levels, lines and the balance condition

The levels are labelled by a finite type `ι`. Level n has energy E_n and population p_n, and A_nm is the matrix element of A between the energy eigenstates n and m.

In Lean 4 with Mathlib:

```lean
import Mathlib

open Matrix

namespace SpectralThermometry

noncomputable section

variable {ι : Type*} [Fintype ι]
```

The strength of the line at w is

S(w) = Σ p_n |A_nm|², summed over all pairs (n, m) with E_m - E_n = w.

The letter w stands for the transition energy, which textbooks write as ħω. A positive w means that the system gains energy in going from n to m. S(w) is the weight of a sharp line, not a density in frequency. Diagonal elements of A enter only at w = 0.

```lean
/-- The line spectrum `S(w)`: the sum of `p_n |A_nm|²` over all pairs of levels with
`E_m - E_n = w`. -/
def lineSpectrum (E p : ι → ℝ) (A : Matrix ι ι ℂ) (w : ℝ) : ℝ :=
  ∑ n, ∑ m, if E m - E n = w then p n * ‖A n m‖ ^ 2 else 0
```

The balance condition is required at all real w with one and the same β. Here β stands for 1/(k_B T), and it may be any real number, so negative temperatures are included.

```lean
/-- The spectrum passes the detailed-balance test at inverse temperature `β`:
`S(-w) = exp(-βw) S(w)` at every frequency. -/
def SpectralBalance (E p : ι → ℝ) (A : Matrix ι ι ℂ) (β : ℝ) : Prop :=
  ∀ w, lineSpectrum E p A (-w) = Real.exp (-β * w) * lineSpectrum E p A w
```

The condition on the gaps says that if E_i - E_j = E_k - E_l with i ≠ j and k ≠ l, then i = k and j = l. Physically, no two transitions overlap in the spectrum. A generic choice of energies satisfies this. A harmonic ladder of three or more levels violates it, and so does any set with a degenerate level. Two independent subsystems with at least two levels each violate it too, because a transition in one has the same energy whatever the state of the other.

```lean
/-- Different ordered pairs of distinct levels have different energy gaps. -/
def DistinctGaps (E : ι → ℝ) : Prop :=
  ∀ i j k l, i ≠ j → k ≠ l → E i - E j = E k - E l → i = k ∧ j = l
```

Two distinct levels are joined in the coupling graph when A has a nonzero matrix element between them. Connectedness of this graph means that A leaves no group of levels isolated from the rest, as a selection rule might do.

```lean
/-- The graph on the levels that joins two distinct levels when `A` has a nonzero matrix
element between them. -/
def couplingGraph (A : Matrix ι ι ℂ) : SimpleGraph ι :=
  SimpleGraph.fromRel fun n m => A n m ≠ 0
```

The last two definitions are the partition function Z and the Gibbs populations.

```lean
/-- The partition function `Z = ∑ exp(-βE_n)`. -/
def partitionFunction (E : ι → ℝ) (β : ℝ) : ℝ := ∑ n, Real.exp (-β * E n)

/-- The Gibbs populations `exp(-βE_n)/Z`, for a nonempty set of levels. -/
def gibbs (E : ι → ℝ) (β : ℝ) (n : ι) : ℝ :=
  Real.exp (-β * E n) / partitionFunction E β
```

The step from this model to an experiment is the identification of recorded intensities with S(w): the lines must be resolved, and the gain and loss sides must be on a common scale.

## (a) The sign of the partition function

Show that for at least one level and any real β

Z = Σ_n exp(-βE_n) > 0.

Every exponential of a real number is positive, and a sum of positive terms with at least one term is positive.

```lean
/-- The partition function of a nonempty set of levels is positive. -/
theorem partitionFunction_pos [Nonempty ι] (E : ι → ℝ) (β : ℝ) :
    0 < partitionFunction E β :=
  Finset.sum_pos (fun _ _ => Real.exp_pos _) Finset.univ_nonempty
```

The hypothesis `[Nonempty ι]` supplies the one term that is needed. The result permits division by Z in part (d).

## (b) The strength of a single line

Let the gaps be distinct and let n ≠ m. Show that only one transition contributes at the frequency E_m - E_n:

S(E_m - E_n) = p_n |A_nm|².

Suppose that a pair (a, b) contributes to this line, so that

E_b - E_a = E_m - E_n.

If a = b, the left side is zero and E_m = E_n. Then E_m - E_n = E_n - E_m, and the gap condition, applied to the ordered pairs (m, n) and (n, m), gives m = n. This contradicts n ≠ m.

If a ≠ b, the gap condition applies directly and gives b = m and a = n. The double sum therefore has the single term p_n |A_nm|².

```lean
/-- With distinct gaps, the line at `E_m - E_n` for two distinct levels comes from the
single transition from `n` to `m`. -/
theorem lineSpectrum_gap {E : ι → ℝ} (hE : DistinctGaps E) (p : ι → ℝ)
    (A : Matrix ι ι ℂ) {n m : ι} (hnm : n ≠ m) :
    lineSpectrum E p A (E m - E n) = p n * ‖A n m‖ ^ 2 := by
  have key : ∀ a b, E b - E a = E m - E n → a = n ∧ b = m := by
    intro a b h
    by_cases hab : b = a
    · subst hab
      have h0 : E m - E n = E n - E m := by linarith
      exact absurd (hE m n n m hnm.symm hnm h0).1 hnm.symm
    · obtain ⟨h1, h2⟩ := hE b a m n hab hnm.symm h
      exact ⟨h2, h1⟩
  unfold lineSpectrum
  rw [Finset.sum_eq_single n, Finset.sum_eq_single m, if_pos rfl]
  · intro b _ hb
    exact if_neg fun h => hb (key n b h).2
  · intro h
    exact absurd (Finset.mem_univ _) h
  · intro a _ ha
    exact Finset.sum_eq_zero fun b _ => if_neg fun h => ha (key a b h).1
  · intro h
    exact absurd (Finset.mem_univ _) h
```

The inner statement `key` is the argument about (a, b), with its two cases in the same order. The lemma `Finset.sum_eq_single` is then used twice, once for each sum, to discard every term except the one at n and m.

## (c) The population ratio of a coupled pair

Let the gaps be distinct, let A be Hermitian, and let the spectrum satisfy the balance condition at β. For n ≠ m with A_nm ≠ 0, show that

p_m = exp(-β(E_m - E_n)) p_n.

Put w = E_m - E_n in the balance condition:

S(E_n - E_m) = exp(-β(E_m - E_n)) S(E_m - E_n).

Part (b) evaluates both sides, on the left with the roles of n and m exchanged:

p_m |A_mn|² = exp(-β(E_m - E_n)) p_n |A_nm|².

Since A is Hermitian, A_mn is the complex conjugate of A_nm, and the two moduli agree. Their common square is nonzero and cancels, which leaves the claim.

```lean
/-- With distinct gaps and Hermitian `A`, the balance test fixes the population ratio of any
two distinct levels that `A` couples: `p_m = exp(-β(E_m - E_n)) p_n`. -/
theorem coupled_pair_ratio {E p : ι → ℝ} {A : Matrix ι ι ℂ} {β : ℝ}
    (hE : DistinctGaps E) (hA : A.IsHermitian) (hS : SpectralBalance E p A β)
    {n m : ι} (hnm : n ≠ m) (h : A n m ≠ 0) :
    p m = Real.exp (-β * (E m - E n)) * p n := by
  have hnorm : ‖A m n‖ = ‖A n m‖ := by rw [← hA.apply m n, norm_star]
  have hb := hS (E m - E n)
  rw [neg_sub, lineSpectrum_gap hE p A hnm.symm, lineSpectrum_gap hE p A hnm, hnorm] at hb
  have hx : ‖A n m‖ ^ 2 ≠ 0 := pow_ne_zero 2 (norm_ne_zero_iff.mpr h)
  exact mul_right_cancel₀ hx (by linear_combination hb)
```

In the code, `hnorm` is the equality of the moduli, and `hb` is the balance condition at the chosen frequency after both lines have been evaluated. The cancellation is `mul_right_cancel₀`, with `hx` stating that the factor is nonzero.

## (d) From pairs to the whole distribution

Assume in addition that the coupling graph is connected and that Σ_n p_n = 1. Show that for every level n

p_n = exp(-βE_n)/Z.

Define the ratio of population to Boltzmann factor,

r_n = p_n / exp(-βE_n).

For two coupled levels n and m, part (c) gives

r_m = exp(-β(E_m - E_n)) p_n / exp(-βE_m) = p_n / exp(-βE_n) = r_n.

So r does not change along an edge of the graph. Any two levels are joined by a walk, and r keeps its value at each step of the walk. Hence r_n = r_m for all n and m, or, after multiplying out,

p_n exp(-βE_m) = p_m exp(-βE_n).

Sum over m. The left side becomes p_n Z, and the right side becomes exp(-βE_n) Σ_m p_m = exp(-βE_n). Since Z > 0 by part (a), division by Z gives the result.

```lean
/-- Let the gaps be distinct, `A` Hermitian with connected coupling graph, and the populations
normalised. If the spectrum obeys `S(-w) = exp(-βw) S(w)` at every `w`, the populations are the
Gibbs populations at `β`. -/
theorem gibbs_of_spectralBalance {E p : ι → ℝ} {A : Matrix ι ι ℂ} {β : ℝ}
    (hE : DistinctGaps E) (hA : A.IsHermitian) (hG : (couplingGraph A).Preconnected)
    (hp : ∑ n, p n = 1) (hS : SpectralBalance E p A β) : p = gibbs E β := by
  -- population over Boltzmann factor agrees on coupled levels
  have pair : ∀ n m, n ≠ m → A n m ≠ 0 →
      p n / Real.exp (-β * E n) = p m / Real.exp (-β * E m) := by
    intro n m hnm h
    have he : Real.exp (-β * E m)
        = Real.exp (-β * (E m - E n)) * Real.exp (-β * E n) := by
      rw [← Real.exp_add]
      congr 1
      ring
    rw [div_eq_div_iff (Real.exp_ne_zero _) (Real.exp_ne_zero _),
      coupled_pair_ratio hE hA hS hnm h, he]
    ring
  have step : ∀ n m, (couplingGraph A).Adj n m →
      p n / Real.exp (-β * E n) = p m / Real.exp (-β * E m) := by
    intro n m h
    obtain ⟨hnm, h | h⟩ := (SimpleGraph.fromRel_adj _ n m).1 h
    · exact pair n m hnm h
    · exact (pair m n hnm.symm h).symm
  -- hence it is the same for all levels
  have const : ∀ n m, p n / Real.exp (-β * E n) = p m / Real.exp (-β * E m) := by
    intro n m
    obtain ⟨walk⟩ := hG n m
    induction walk with
    | nil => rfl
    | cons h _ ih => exact (step _ _ h).trans ih
  funext n
  have : Nonempty ι := ⟨n⟩
  unfold gibbs
  rw [eq_div_iff (partitionFunction_pos E β).ne']
  -- normalisation fixes the constant
  calc p n * partitionFunction E β = ∑ m, p m * Real.exp (-β * E n) := by
        unfold partitionFunction
        rw [Finset.mul_sum]
        exact Finset.sum_congr rfl fun m _ =>
          (div_eq_div_iff (Real.exp_ne_zero _) (Real.exp_ne_zero _)).1 (const n m)
    _ = Real.exp (-β * E n) := by rw [← Finset.sum_mul, hp, one_mul]
```

The conclusion `p = gibbs E β` is an equality of functions, and so covers all levels at once. The populations are real numbers that sum to 1; they are not assumed to be positive, and their positivity follows from the conclusion. The word `Preconnected` says that any two levels are joined by a walk. It would allow an empty set of levels, but the normalisation excludes that. With a single level the statement reduces to p = 1.

The proof has the same stages as the derivation. The statement `pair` shows that r agrees on two levels with a nonzero matrix element. The statement `step` transfers this to edges of the graph, where the nonzero element may be A_nm or A_mn. The statement `const` is an induction along the walk: a walk of length zero needs nothing, and a longer one combines its first edge with the induction hypothesis for the remainder. The closing `calc` block is the sum over m.

The state enters only through its populations. Coherences between energy levels don't appear in this S(w), and the theorem makes no statement about them.

## (e) Reading β from one pair of lines

Suppose that the spectrum satisfies the balance condition at β, and that S(w) ≠ 0 at some w ≠ 0. Show that

β = log(S(w)/S(-w))/w.

The balance condition gives S(-w) = exp(-βw) S(w). This is nonzero, because both factors are. Therefore

S(w)/S(-w) = S(w)/(exp(-βw) S(w)) = exp(βw).

The logarithm of the right side is βw, and division by w ≠ 0 gives β.

```lean
/-- If the spectrum passes the balance test at `β`, any line of nonzero strength at a nonzero
frequency gives `β = log(S(w)/S(-w))/w`. -/
theorem inverse_temperature_from_line {E p : ι → ℝ} {A : Matrix ι ι ℂ} {β w : ℝ}
    (hS : SpectralBalance E p A β) (hw : w ≠ 0) (hline : lineSpectrum E p A w ≠ 0) :
    β = Real.log (lineSpectrum E p A w / lineSpectrum E p A (-w)) / w := by
  have hr : lineSpectrum E p A w / lineSpectrum E p A (-w) = Real.exp (β * w) := by
    have h0 : β * w + -β * w = 0 := by ring
    rw [hS w, div_eq_iff (mul_ne_zero (Real.exp_ne_zero _) hline), ← mul_assoc,
      ← Real.exp_add, h0, Real.exp_zero, one_mul]
  rw [hr, Real.log_exp, eq_div_iff hw]
```

The statement `hr` is the formula for the ratio, and the last line takes the logarithm and divides by w. Neither distinct gaps nor a connected graph is required, and A need not be Hermitian. The balance condition itself is assumed, however, and without the hypotheses of part (d) its β need not be an inverse temperature of the populations, as part (f) shows. For Hermitian A, the value of log(S(w)/S(-w))/w from one pair of lines can be the inverse temperature of a thermal system only if every other pair of nonzero lines gives the same value.

## (f) An equally spaced ladder that imitates equilibrium

Take three levels with energies 0, 1, 2, labelled 0, 1, 2 in the same order. Let A_01 = A_10 = A_12 = A_21 = 1, with all other elements zero, and let the populations be

p_0 = 3/5, p_1 = 1/5, p_2 = 1/5.

Show that the spectrum satisfies the balance condition at β = log 2, and that these populations are not Gibbs at any real β.

At w = 1 the two upward transitions overlap, and at w = -1 the two downward ones do:

S(1) = p_0 + p_1 = 4/5,

S(-1) = p_1 + p_2 = 2/5.

All other lines vanish, since A has no diagonal elements and no element between levels 0 and 2. With exp(-log 2) = 1/2, the condition at w = 1 reads 2/5 = (1/2)(4/5), and at w = -1 it reads 4/5 = 2 · (2/5). Both are true. At every other w both sides are zero.

Now suppose that the populations were Gibbs at some β. From p_1 = p_2 it follows that exp(-β) = exp(-2β), hence β = 0. At β = 0 all populations are equal, which contradicts 3/5 ≠ 1/5.

This A is Hermitian, its coupling graph is connected, and the populations are positive and sum to 1. The energies are even non-degenerate. What fails is the gap condition, because E_1 - E_0 = E_2 - E_1. In part (d), therefore, the requirement of distinct gaps can't be weakened to that of distinct energies. The overlapping lines fix only the ratio of p_1 + p_2 to p_0 + p_1, not the ratio for each pair of neighbours.

In the code below, `s1`, `s2` and `s3` compute the spectrum at w = 1, at w = -1 and elsewhere, and the balance condition is then checked in these three cases. In the second half, `he` equates the exponents of the two upper levels, `hβ` concludes that β = 0, and the population of the lowest level supplies the contradiction.

```lean
/-- For the equally spaced levels 0, 1, 2 with equal nearest-neighbour couplings, the populations
3/5, 1/5, 1/5 pass the balance test at `β = log 2`, yet are Gibbs at no temperature. -/
theorem ladder_counterexample :
    SpectralBalance ![0, 1, 2] ![3/5, 1/5, 1/5] !![0, 1, 0; 1, 0, 1; 0, 1, 0] (Real.log 2) ∧
      ∀ β, (![3/5, 1/5, 1/5] : Fin 3 → ℝ) ≠ gibbs ![0, 1, 2] β := by
  constructor
  · have e1 : Real.exp (-Real.log 2 * 1) = 1 / 2 := by
      rw [mul_one, Real.exp_neg, Real.exp_log (by norm_num)]
      norm_num
    have e2 : Real.exp (-Real.log 2 * -1) = 2 := by
      rw [neg_mul_neg, mul_one, Real.exp_log (by norm_num)]
    -- the only lines are at `w = 1` and `w = -1`
    have s1 : lineSpectrum ![0, 1, 2] ![3/5, 1/5, 1/5]
        !![0, 1, 0; 1, 0, 1; 0, 1, 0] 1 = 4 / 5 := by
      simp [lineSpectrum, Fin.sum_univ_three]
      norm_num
    have s2 : lineSpectrum ![0, 1, 2] ![3/5, 1/5, 1/5]
        !![0, 1, 0; 1, 0, 1; 0, 1, 0] (-1) = 2 / 5 := by
      simp [lineSpectrum, Fin.sum_univ_three]
      norm_num
    have s3 : ∀ v : ℝ, v ≠ 1 → v ≠ -1 → lineSpectrum ![0, 1, 2] ![3/5, 1/5, 1/5]
        !![0, 1, 0; 1, 0, 1; 0, 1, 0] v = 0 := by
      intro v h1 h2
      simp [lineSpectrum, Fin.sum_univ_three, h1.symm, h2.symm]
      norm_num [h1.symm, h2.symm]
    intro w
    by_cases h1 : w = 1
    · rw [h1, s1, s2, e1]
      norm_num
    by_cases h2 : w = -1
    · rw [h2, neg_neg, s1, s2, e2]
      norm_num
    rw [s3 w h1 h2, s3 (-w) (fun h => h2 (by linarith)) (fun h => h1 (by linarith)), mul_zero]
  · intro β h
    have hZ := partitionFunction_pos ![0, 1, 2] β
    have h0 : (3/5 : ℝ) = Real.exp (-β * 0) / partitionFunction ![0, 1, 2] β := congrFun h 0
    have h1 : (1/5 : ℝ) = Real.exp (-β * 1) / partitionFunction ![0, 1, 2] β := congrFun h 1
    have h2 : (1/5 : ℝ) = Real.exp (-β * 2) / partitionFunction ![0, 1, 2] β := congrFun h 2
    -- equal upper populations force `β = 0`, which the lowest level contradicts
    have he := Real.exp_injective ((div_left_inj' hZ.ne').1 (h1.symm.trans h2))
    have hβ : β = 0 := by linarith
    rw [hβ, neg_zero, zero_mul] at h0 h1
    linarith

end

end SpectralThermometry
```

```lean
#print axioms SpectralThermometry.gibbs_of_spectralBalance
-- 'SpectralThermometry.gibbs_of_spectralBalance' depends on axioms: [propext, Classical.choice, Quot.sound]
#print axioms SpectralThermometry.inverse_temperature_from_line
-- 'SpectralThermometry.inverse_temperature_from_line' depends on axioms: [propext, Classical.choice, Quot.sound]
#print axioms SpectralThermometry.ladder_counterexample
-- 'SpectralThermometry.ladder_counterexample' depends on axioms: [propext, Classical.choice, Quot.sound]
```
